# Rotation of a planar harmonic bond is a Hessian zero mode only at the rest length

A harmonic frequency calculation diagonalises the Hessian and sets aside the modes that belong to overall translation and rotation. If the code finds these modes by looking for eigenvalues near zero, it assumes that a rotation has zero curvature at the geometry supplied. For a single harmonic bond in the plane, that assumption fails at every bond length except the rest length.

Let \((x,y)\) be the bond vector, \(\rho=\sqrt{x^2+y^2}\) its length, \(k>0\) the force constant and \(r_0\) the rest length. The energy is

\[
V(x,y)=\frac{k}{2}\,(\rho-r_0)^2 .
\]

At the point \((r,0)\) with \(r>0\), an infinitesimal rotation moves the bond vector along \(y\), and the curvature in that direction is

\[
\left.\frac{\partial^2 V}{\partial y^2}\right|_{(r,0)}=\frac{k\,(r-r_0)}{r}.
\]

It is zero exactly when \(r=r_0\), although \(V\) is invariant under every rotation.

## Consequences for zero-mode counts and Hessian checks

In this one-bond model, a nonzero rotational eigenvalue at a strained geometry is the correct answer and does not indicate a faulty Hessian. A bond stretched to \(r=1.01\,r_0\) has a transverse curvature of about \(0.0099\,k\). A compressed bond has a negative one, which a frequency code that does not project out rotations would report as an imaginary frequency. A test that expects a zero here should therefore be run at \(r=r_0\).

## From the turning gradient to the transverse curvature

**Invariance.** A rotation by \(\theta\) sends \((x,y)\) to \((x\cos\theta-y\sin\theta,\;x\sin\theta+y\cos\theta)\). In the sum of squares the cross terms cancel, leaving \((x^2+y^2)(\cos^2\theta+\sin^2\theta)=x^2+y^2\). So \(\rho\), and with it \(V\), is unchanged.

**Gradient.** The argument works for any central energy \(f(\rho)\) with derivative \(F=f'\). Let the bond vector follow a motion \((X(t),Y(t))\) with velocity \((u,v)\), away from the origin. Since \(\rho^2=X^2+Y^2\) changes at the rate \(2(Xu+Yv)\),

\[
\dot\rho=\frac{Xu+Yv}{\rho},\qquad
\frac{d}{dt}f(\rho)=F(\rho)\,\frac{Xu+Yv}{\rho}.
\]

The second rate is the scalar product of the velocity with

\[
g(x,y)=\frac{F(\rho)}{\rho}\,(x,y),
\]

which is therefore the gradient.

**Perpendicular motion.** If \(Xu+Yv=0\), then \(\dot\rho=0\), and

\[
\frac{d}{dt}\frac{F(\rho)}{\rho}=\frac{F'(\rho)\,\dot\rho\,\rho-F(\rho)\,\dot\rho}{\rho^2}=0 .
\]

**Hessian on a rotation.** The infinitesimal rotation of \((x,y)\) is \((-y,x)\). Move along the straight line \((x-ty,\;y+tx)\). Its velocity is perpendicular to the bond at \(t=0\), so the prefactor of \(g\) is stationary there and only the vector changes:

\[
\left.\frac{d}{dt}\,g(x-ty,\,y+tx)\right|_{t=0}=\frac{F(\rho)}{\rho}\,(-y,x).
\]

The rotation is an eigenvector of the Hessian with eigenvalue \(F(\rho)/\rho\).

**Second derivative at \((r,0)\).** Along the line \((r,y)\) the first derivative of the energy is \(\dfrac{F(\rho)}{\rho}\,y\). By the product rule, its derivative at \(y=0\) is \(0\cdot 0+\dfrac{F(r)}{r}\cdot 1=\dfrac{F(r)}{r}\).

**Harmonic bond.** Here \(F(\rho)=k(\rho-r_0)\), which gives \(k(r-r_0)/r\). With \(k\neq0\) and \(r>0\) this vanishes exactly when \(r=r_0\). With \(k>0\) and \(r<r_0\) it is negative.

Invariance does not force a zero because the energy is constant along a circle, while the Hessian measures curvature along the tangent line. On that line the bond lengthens by about \(y^2/(2r)\), and the energy changes by about \(F(r)\,y^2/(2r)\).

## The Lean file

```lean
import Mathlib

open Real

namespace RotationalHessianModes

noncomputable section

/-- The length of a planar bond vector with components `x` and `y`. -/
def bondLength (x y : ℝ) : ℝ := √(x ^ 2 + y ^ 2)

/-- Away from the origin, the Cartesian gradient of a central energy whose derivative with respect
to the bond length is `F`. -/
def centralGradient (F : ℝ → ℝ) (x y : ℝ) : ℝ × ℝ :=
  (F (bondLength x y) / bondLength x y * x, F (bondLength x y) / bondLength x y * y)

/-- The harmonic bond energy with force constant `k` and rest length `r0`. -/
def harmonicBond (k r0 x y : ℝ) : ℝ := k / 2 * (bondLength x y - r0) ^ 2

/-- The harmonic bond energy is unchanged when the bond is rotated by any angle. -/
theorem harmonicBond_rotate (k r0 x y θ : ℝ) :
    harmonicBond k r0 (x * cos θ - y * sin θ) (x * sin θ + y * cos θ)
      = harmonicBond k r0 x y := by
  have e : (x * cos θ - y * sin θ) ^ 2 + (x * sin θ + y * cos θ) ^ 2 = x ^ 2 + y ^ 2 := by
    linear_combination (x ^ 2 + y ^ 2) * Real.sin_sq_add_cos_sq θ
  simp only [harmonicBond, bondLength, e]

/-- Along a motion with velocity `(u, v)`, the length of a nonzero bond vector changes at the rate
given by the component of the velocity along the bond. -/
theorem hasDerivAt_bondLength {X Y : ℝ → ℝ} {u v t : ℝ}
    (hX : HasDerivAt X u t) (hY : HasDerivAt Y v t) (h : 0 < X t ^ 2 + Y t ^ 2) :
    HasDerivAt (fun s => bondLength (X s) (Y s))
      ((X t * u + Y t * v) / bondLength (X t) (Y t)) t := by
  have h1 : HasDerivAt (fun s => X s ^ 2 + Y s ^ 2) (2 * (X t * u + Y t * v)) t := by
    have e : (fun s => X s ^ 2 + Y s ^ 2) = fun s => X s * X s + Y s * Y s := by
      funext s
      ring
    rw [e]
    exact ((hX.fun_mul hX).fun_add (hY.fun_mul hY)).congr_deriv (by ring)
  exact (h1.sqrt h.ne').congr_deriv (mul_div_mul_left _ _ two_ne_zero)

/-- Along any differentiable motion, wherever the bond vector is nonzero and `f` has derivative `F`
at the bond length, the central energy `f` changes at the rate gradient times velocity. -/
theorem hasDerivAt_centralEnergy {f F X Y : ℝ → ℝ} {u v t : ℝ}
    (hX : HasDerivAt X u t) (hY : HasDerivAt Y v t) (h : 0 < X t ^ 2 + Y t ^ 2)
    (hf : HasDerivAt f (F (bondLength (X t) (Y t))) (bondLength (X t) (Y t))) :
    HasDerivAt (fun s => f (bondLength (X s) (Y s)))
      ((centralGradient F (X t) (Y t)).1 * u + (centralGradient F (X t) (Y t)).2 * v) t := by
  have h2 : HasDerivAt (fun s => f (bondLength (X s) (Y s)))
      (F (bondLength (X t) (Y t)) * ((X t * u + Y t * v) / bondLength (X t) (Y t))) t :=
    hf.comp_of_eq t (hasDerivAt_bondLength hX hY h) rfl
  refine h2.congr_deriv ?_
  simp only [centralGradient]
  ring

/-- When the velocity is perpendicular to a nonzero bond vector and `F` is differentiable at the
bond length, the ratio of `F` to the bond length is stationary. -/
theorem hasDerivAt_ratio_of_perp {F X Y : ℝ → ℝ} {u v t : ℝ}
    (hX : HasDerivAt X u t) (hY : HasDerivAt Y v t) (h : 0 < X t ^ 2 + Y t ^ 2)
    (hperp : X t * u + Y t * v = 0)
    (hF : DifferentiableAt ℝ F (bondLength (X t) (Y t))) :
    HasDerivAt (fun s => F (bondLength (X s) (Y s)) / bondLength (X s) (Y s)) 0 t := by
  -- The bond length itself is stationary to first order.
  have hb : HasDerivAt (fun s => bondLength (X s) (Y s)) 0 t :=
    (hasDerivAt_bondLength hX hY h).congr_deriv (by rw [hperp, zero_div])
  have hq : HasDerivAt (fun s => F (bondLength (X s) (Y s))) 0 t :=
    (hF.hasDerivAt.comp_of_eq t hb rfl).congr_deriv (mul_zero _)
  have hne : bondLength (X t) (Y t) ≠ 0 := (Real.sqrt_pos.2 h).ne'
  exact (hq.fun_div hb hne).congr_deriv (by simp)

/-- At a nonzero bond vector, the Hessian of a central energy maps the infinitesimal rotation `(-y,
x)` to itself times `F` divided by the bond length. -/
theorem hessian_rotation {F : ℝ → ℝ} {x y : ℝ} (h : 0 < x ^ 2 + y ^ 2)
    (hF : DifferentiableAt ℝ F (bondLength x y)) :
    HasDerivAt (fun t : ℝ => centralGradient F (x - t * y) (y + t * x))
      ((F (bondLength x y) / bondLength x y) • ((-y, x) : ℝ × ℝ)) 0 := by
  have hX : HasDerivAt (fun t : ℝ => x - t * y) (-y) 0 :=
    (((hasDerivAt_id' (0 : ℝ)).mul_const y).const_sub x).congr_deriv (by ring)
  have hY : HasDerivAt (fun t : ℝ => y + t * x) x 0 :=
    (((hasDerivAt_id' (0 : ℝ)).mul_const x).const_add y).congr_deriv (by ring)
  -- Only the direction of the gradient turns; its ratio to the bond vector is stationary.
  have hg := hasDerivAt_ratio_of_perp (F := F) hX hY (by simpa using h)
    (by ring) (by simpa using hF)
  have hp := (hg.fun_mul hX).prodMk (hg.fun_mul hY)
  exact HasDerivAt.congr_deriv hp (by simp)

/-- For a central energy `f` with derivative `F`, the second derivative transverse to a bond
of length `r` is `F r / r`. -/
theorem transverse_curvature {f F : ℝ → ℝ} {r : ℝ} (hr : 0 < r)
    (hf : ∀ ρ, 0 < ρ → HasDerivAt f (F ρ) ρ) (hF : DifferentiableAt ℝ F r) :
    HasDerivAt (deriv (fun y => f (bondLength r y))) (F r / r) 0 := by
  have hb : bondLength r 0 = r := by
    simp [bondLength, Real.sqrt_sq hr.le]
  -- The first transverse derivative, at every transverse displacement.
  have h1 : deriv (fun y => f (bondLength r y))
      = fun y => F (bondLength r y) / bondLength r y * y := by
    funext y
    have hpos : 0 < r ^ 2 + y ^ 2 := by positivity
    have h2 := hasDerivAt_centralEnergy (f := f) (F := F)
      (hasDerivAt_const y r) (hasDerivAt_id' y) hpos (hf _ (Real.sqrt_pos.2 hpos))
    rw [h2.deriv]
    simp [centralGradient]
  rw [h1]
  have hg := hasDerivAt_ratio_of_perp (F := F)
    (hasDerivAt_const (0 : ℝ) r) (hasDerivAt_id' (0 : ℝ))
    (by positivity) (by simp) (by rw [hb]; exact hF)
  exact (hg.fun_mul (hasDerivAt_id' (0 : ℝ))).congr_deriv (by simp [hb])

/-- For `r > 0`, the second `y`-derivative of the harmonic bond energy at `(r, 0)` is `k (r - r0) /
r`. -/
theorem harmonicBond_transverse_curvature (k r0 : ℝ) {r : ℝ} (hr : 0 < r) :
    HasDerivAt (deriv (fun y => harmonicBond k r0 r y)) (k * (r - r0) / r) 0 := by
  have hf : ∀ ρ : ℝ, 0 < ρ →
      HasDerivAt (fun ρ : ℝ => k / 2 * (ρ - r0) ^ 2) (k * (ρ - r0)) ρ := by
    intro ρ _
    have h := (((hasDerivAt_id' ρ).sub_const r0).fun_pow 2).const_mul (k / 2)
    refine h.congr_deriv ?_
    simp only [Nat.cast_ofNat, Nat.reduceSub, pow_one]
    ring
  exact transverse_curvature (f := fun ρ => k / 2 * (ρ - r0) ^ 2)
    (F := fun ρ => k * (ρ - r0)) hr hf (by fun_prop)

/-- For a nonzero force constant and a positive bond length, the transverse curvature of a harmonic
bond vanishes exactly when the length is the rest length. -/
theorem harmonicBond_zero_mode_iff {k r0 r : ℝ} (hk : k ≠ 0) (hr : 0 < r) :
    deriv (deriv (fun y => harmonicBond k r0 r y)) 0 = 0 ↔ r = r0 := by
  rw [(harmonicBond_transverse_curvature k r0 hr).deriv]
  simp [hk, hr.ne', sub_eq_zero]

/-- A harmonic bond with positive force constant, compressed to a positive length below its rest
length, has negative transverse curvature. -/
theorem harmonicBond_compressed {k r0 r : ℝ} (hk : 0 < k) (hr : 0 < r) (hlt : r < r0) :
    deriv (deriv (fun y => harmonicBond k r0 r y)) 0 < 0 := by
  rw [(harmonicBond_transverse_curvature k r0 hr).deriv]
  exact div_neg_of_neg_of_pos (mul_neg_of_pos_of_neg hk (sub_neg.2 hlt)) hr

end

end RotationalHessianModes
```

```lean
#print axioms RotationalHessianModes.harmonicBond_rotate
-- 'RotationalHessianModes.harmonicBond_rotate' depends on axioms: [propext, Classical.choice, Quot.sound]
#print axioms RotationalHessianModes.hessian_rotation
-- 'RotationalHessianModes.hessian_rotation' depends on axioms: [propext, Classical.choice, Quot.sound]
#print axioms RotationalHessianModes.harmonicBond_zero_mode_iff
-- 'RotationalHessianModes.harmonicBond_zero_mode_iff' depends on axioms: [propext, Classical.choice, Quot.sound]
#print axioms RotationalHessianModes.harmonicBond_compressed
-- 'RotationalHessianModes.harmonicBond_compressed' depends on axioms: [propext, Classical.choice, Quot.sound]
```

## How the theorems express the physics

`bondLength` is \(\rho\), `harmonicBond` is \(V\), and `centralGradient F` is the pair \(g\). The definition of `centralGradient` does not mention an energy. Its role as a gradient comes from `hasDerivAt_centralEnergy`, which assumes that `f` has derivative `F` at the current bond length and gives the rate of change of the energy along any differentiable motion away from the origin.

There is no Hessian matrix in the file. `hessian_rotation` states the Hessian's action on a rotation as the derivative of `centralGradient` along a straight line. It assumes a nonzero bond vector and an `F` that is differentiable at the bond length; physically, the radial force must vary smoothly enough there to have a slope.

`transverse_curvature` takes a bond length `r > 0` and an energy `f` with derivative `F` at every positive length. It also assumes that `F` is differentiable at `r`, which its docstring does not mention. It says that the actual first derivative of the energy along \(y\), written with `deriv`, has derivative `F r / r` at zero. `harmonicBond_transverse_curvature` is the harmonic case, for any real `k` and `r0`. The constant `k` stands for the stiffness of the bond against stretching, and `r0` for the length at which the bond exerts no force; both are parameters of the model. `harmonicBond_zero_mode_iff` adds `k ≠ 0` and gives the criterion \(r=r_0\), and `harmonicBond_compressed` adds `0 < k` and `r < r0` and gives a negative curvature.

The model is one bond vector in two dimensions, without masses. Polyatomic molecules, rotations in three dimensions and projection schemes are not treated.

## How the proof follows the derivation

- `harmonicBond_rotate` proves the invariance. `linear_combination` reduces the equality of the squared lengths to \(\sin^2\theta+\cos^2\theta=1\).
- `hasDerivAt_bondLength` differentiates \(X^2+Y^2\) by the product rule and then takes the square root, which needs the bond vector to be nonzero. `hasDerivAt_centralEnergy` composes this with `f` by the chain rule.
- `hasDerivAt_ratio_of_perp` is the perpendicular-motion step. It shows that \(\rho\) is stationary, then \(F(\rho)\), then their quotient.
- `hessian_rotation` applies that lemma to the line \((x-ty,\;y+tx)\), uses the product rule on each component and pairs the results.
- `transverse_curvature` first finds the derivative along \(y\) at every displacement, because a second derivative needs the first one as a function and not only its value at zero. The stationary ratio and the product rule then finish the calculation.
- The harmonic theorems insert \(F(\rho)=k(\rho-r_0)\) and read off when the resulting quotient is zero or negative.

## Where the criterion fails without \(r>0\) or \(k\neq0\)

Take \(r=0\) with \(k>0\) and \(r_0>0\). Along the \(y\)-axis the energy is \(\frac{k}{2}(|y|-r_0)^2\), which has a kink at the origin: its slope jumps from \(kr_0\) on the left to \(-kr_0\) on the right. No second derivative exists there. Lean's `deriv` returns zero where a derivative does not exist, so without `0 < r` the criterion would report a zero mode at \(r=0\neq r_0\).

Take instead \(k=0\). The energy is zero everywhere, the transverse curvature vanishes at every bond length, and it no longer singles out \(r_0\).
